# A k-point rule exact for all differences of a finite set of lattice vectors has at least as many points as the set has vectors

Band-structure calculations often replace an average over the Brillouin zone by a weighted sum over finitely many k-points. If the points are to integrate exactly every plane wave whose lattice vector is a difference R − Q of vectors in a finite set S, including the constant from R = Q, there must be at least |S| of them, whatever their positions and weights.

```lean
import Mathlib

open MeasureTheory
open scoped Real

namespace BrillouinNodeCount

noncomputable section

/-- The plane wave `exp(2πi R·k)` belonging to the integer vector `R`. -/
def wave {d : ℕ} (R : Fin d → ℤ) (k : Fin d → ℝ) : ℂ :=
  Complex.exp (2 * π * Complex.I * ∑ i, (R i : ℂ) * (k i : ℂ))

/-- The unit cube `(0,1]^d`, a primitive cell of reciprocal space in reduced coordinates. -/
def cell (d : ℕ) : Set (Fin d → ℝ) := Set.univ.pi fun _ => Set.Ioc (0 : ℝ) 1

/-- The rule with nodes `k j` and weights `w j` gives the exact integral of the
plane wave of `R` over the unit cube. -/
def IntegratesExactly {d M : ℕ} (k : Fin M → Fin d → ℝ) (w : Fin M → ℂ)
    (R : Fin d → ℤ) : Prop :=
  ∑ j, w j * wave R (k j) = ∫ q in cell d, wave R q

/-- The Fourier sum with coefficients `c R` on the finite set `S` of integer vectors. -/
def fourierSum {d : ℕ} {S : Finset (Fin d → ℤ)} (c : S → ℂ) (k : Fin d → ℝ) : ℂ :=
  ∑ R : S, c R * wave R.1 k

/-- The plane wave of a sum of integer vectors is the product of their plane waves. -/
theorem wave_add {d : ℕ} (R Q : Fin d → ℤ) (k : Fin d → ℝ) :
    wave (R + Q) k = wave R k * wave Q k := by
  unfold wave
  rw [← Complex.exp_add, ← mul_add, ← Finset.sum_add_distrib]
  congr 2
  apply Finset.sum_congr rfl
  intro i _
  rw [Pi.add_apply]
  push_cast
  ring

/-- The integral of a plane wave over the unit cube is 1 for `R = 0` and 0 for every
other integer vector. -/
theorem integral_wave {d : ℕ} (R : Fin d → ℤ) :
    ∫ q in cell d, wave R q = if R = 0 then 1 else 0 := by
  -- the integral along one coordinate
  have h1 : ∀ n : ℤ, ∫ x in Set.Ioc (0 : ℝ) 1,
      Complex.exp (2 * π * Complex.I * ((n : ℂ) * (x : ℂ))) = if n = 0 then 1 else 0 := by
    intro n
    rw [← intervalIntegral.integral_of_le zero_le_one]
    split_ifs with hn
    · simp [hn]
    · have hc : 2 * π * Complex.I * (n : ℂ) ≠ 0 :=
        mul_ne_zero Complex.two_pi_I_ne_zero (Int.cast_ne_zero.2 hn)
      have he : Complex.exp (2 * π * Complex.I * (n : ℂ)) = 1 :=
        Complex.exp_eq_one_iff.2 ⟨n, by ring⟩
      simp_rw [← mul_assoc]
      rw [integral_exp_mul_complex hc]
      simp [he]
  -- the plane wave factorises over the coordinates
  have hw : ∀ q : Fin d → ℝ, wave R q =
      ∏ i, Complex.exp (2 * π * Complex.I * ((R i : ℂ) * (q i : ℂ))) := by
    intro q
    rw [wave, Finset.mul_sum, Complex.exp_sum]
  simp_rw [hw]
  rw [cell, volume_pi, Measure.restrict_pi_pi,
    integral_fintype_prod_eq_prod (f := fun (i : Fin d) (x : ℝ) =>
      Complex.exp (2 * π * Complex.I * ((R i : ℂ) * (x : ℂ))))]
  simp_rw [h1]
  by_cases hR : R = 0
  · simp [hR]
  · obtain ⟨i, hi⟩ := Function.ne_iff.1 hR
    rw [if_neg hR]
    exact Finset.prod_eq_zero (Finset.mem_univ i) (if_neg (by simpa using hi))

/-- If the rule is exact for all differences of vectors in `S`, every coefficient of a
Fourier sum on `S` is recovered from the values of the sum at the nodes. -/
theorem coefficient_recovery {d M : ℕ} {S : Finset (Fin d → ℤ)}
    {k : Fin M → Fin d → ℝ} {w : Fin M → ℂ}
    (h : ∀ R ∈ S, ∀ Q ∈ S, IntegratesExactly k w (R - Q)) (c : S → ℂ) (Q : S) :
    ∑ j, w j * wave (-Q.1) (k j) * fourierSum c (k j) = c Q := by
  calc ∑ j, w j * wave (-Q.1) (k j) * fourierSum c (k j)
      = ∑ R : S, c R * ∑ j, w j * wave (R.1 - Q.1) (k j) := by
        simp_rw [fourierSum, Finset.mul_sum]
        rw [Finset.sum_comm]
        refine Finset.sum_congr rfl fun R _ => Finset.sum_congr rfl fun j _ => ?_
        rw [sub_eq_add_neg, wave_add]
        ring
    _ = ∑ R : S, c R * (if R = Q then 1 else 0) := by
        refine Finset.sum_congr rfl fun R _ => ?_
        have e := h R.1 R.2 Q.1 Q.2
        unfold IntegratesExactly at e
        rw [e, integral_wave]
        simp only [sub_eq_zero, Subtype.ext_iff]
    _ = c Q := by simp

/-- If the rule is exact for all differences of vectors in `S`, at least as many nodes
as `S` has elements carry a nonzero weight. -/
theorem card_le_active_nodes {d M : ℕ} (S : Finset (Fin d → ℤ))
    (k : Fin M → Fin d → ℝ) (w : Fin M → ℂ)
    (h : ∀ R ∈ S, ∀ Q ∈ S, IntegratesExactly k w (R - Q)) :
    S.card ≤ (Finset.univ.filter fun j => w j ≠ 0).card := by
  -- sampling of Fourier sums at the nodes of nonzero weight
  let T : (S → ℂ) →ₗ[ℂ] ({j // w j ≠ 0} → ℂ) :=
    { toFun := fun c j => fourierSum c (k j.1)
      map_add' := by
        intro a b
        ext j
        simp [fourierSum, add_mul, Finset.sum_add_distrib]
      map_smul' := by
        intro a b
        ext j
        simp [fourierSum, Finset.mul_sum, mul_assoc] }
  have hT : Function.Injective T := by
    rw [injective_iff_map_eq_zero]
    intro c hc
    ext Q
    rw [← coefficient_recovery h c Q]
    refine Finset.sum_eq_zero fun j _ => ?_
    by_cases hj : w j = 0
    · rw [hj, zero_mul, zero_mul]
    · have e : fourierSum c (k j) = 0 := congrFun hc ⟨j, hj⟩
      rw [e, mul_zero]
  -- an injective linear map cannot lower the dimension
  have hd := LinearMap.finrank_le_finrank_of_injective hT
  rw [Module.finrank_fintype_fun_eq_card, Module.finrank_fintype_fun_eq_card,
    Fintype.card_coe, Fintype.card_subtype] at hd
  exact hd

/-- A rule with `M` nodes and complex weights that is exact for all differences of
vectors in `S` has at least as many nodes as `S` has elements. -/
theorem card_le_nodes {d M : ℕ} (S : Finset (Fin d → ℤ))
    (k : Fin M → Fin d → ℝ) (w : Fin M → ℂ)
    (h : ∀ R ∈ S, ∀ Q ∈ S, IntegratesExactly k w (R - Q)) : S.card ≤ M := by
  refine (card_le_active_nodes S k w h).trans ?_
  simpa using Finset.card_le_univ (Finset.univ.filter fun j => w j ≠ 0)

/-- A rule that is exact for all integer vectors with `|R|² ≤ 4n` has at least as many
nodes as any finite set of integer vectors with `|R|² ≤ n` has elements. -/
theorem card_le_nodes_of_sphere {d M : ℕ} (n : ℤ) (S : Finset (Fin d → ℤ))
    (hS : ∀ R ∈ S, ∑ i, R i ^ 2 ≤ n) (k : Fin M → Fin d → ℝ) (w : Fin M → ℂ)
    (h : ∀ R : Fin d → ℤ, ∑ i, R i ^ 2 ≤ 4 * n → IntegratesExactly k w R) :
    S.card ≤ M := by
  refine card_le_nodes S k w fun R hR Q hQ => h _ ?_
  -- differences at most double the radius
  have e : ∑ i, (R - Q) i ^ 2 ≤ ∑ i, (2 * R i ^ 2 + 2 * Q i ^ 2) := by
    refine Finset.sum_le_sum fun i _ => ?_
    rw [Pi.sub_apply]
    nlinarith [sq_nonneg (R i + Q i)]
  rw [Finset.sum_add_distrib, ← Finset.mul_sum, ← Finset.mul_sum] at e
  linarith [hS R hR, hS Q hQ]

/-- The three nodes `(j/3, 2j/3)`, `j = 0, 1, 2`, in the plane. -/
def triNode (j : Fin 3) : Fin 2 → ℝ := ![((j : ℕ) : ℝ) / 3, 2 * ((j : ℕ) : ℝ) / 3]

/-- If `R = 0` or 3 does not divide `R₀ + 2R₁`, then the three nodes `(j/3, 2j/3)` with weights 1/3
integrate the plane wave of `R` exactly. -/
theorem triNode_exact (R : Fin 2 → ℤ) (h : R = 0 ∨ ¬ (3 : ℤ) ∣ R 0 + 2 * R 1) :
    IntegratesExactly triNode (fun _ => 1 / 3) R := by
  unfold IntegratesExactly
  rw [integral_wave]
  rcases h with rfl | h
  · norm_num [wave]
  · have hR : R ≠ 0 := by
      rintro rfl
      exact h (by simp)
    set z := Complex.exp (2 * π * Complex.I * ((R 0 + 2 * R 1 : ℤ) : ℂ) / 3) with hz
    have hz3 : z ^ 3 = 1 := by
      rw [hz, ← Complex.exp_nat_mul]
      exact Complex.exp_eq_one_iff.2 ⟨R 0 + 2 * R 1, by push_cast; ring⟩
    have hz1 : z ≠ 1 := by
      intro h1
      obtain ⟨n, hn⟩ := Complex.exp_eq_one_iff.1 h1
      have e : ((R 0 + 2 * R 1 : ℤ) : ℂ) = 3 * (n : ℂ) :=
        mul_left_cancel₀ Complex.two_pi_I_ne_zero (by linear_combination 3 * hn)
      exact h ⟨n, by exact_mod_cast e⟩
    -- the three phases are the cube roots of unity
    have hs : 1 + z + z ^ 2 = 0 :=
      mul_left_cancel₀ (sub_ne_zero.2 hz1) (by linear_combination hz3)
    have hw : ∀ j : Fin 3, wave R (triNode j) = z ^ (j : ℕ) := by
      intro j
      rw [hz, ← Complex.exp_nat_mul, wave]
      congr 1
      simp only [triNode, Fin.sum_univ_two, Matrix.cons_val_zero, Matrix.cons_val_one]
      push_cast
      ring
    rw [if_neg hR, Fin.sum_univ_three, hw, hw, hw]
    change 1 / 3 * z ^ 0 + 1 / 3 * z ^ 1 + 1 / 3 * z ^ 2 = 0
    linear_combination (1 / 3) * hs

/-- The set `{0, (1,0), (0,1)}` has three elements, and the three nodes `(j/3, 2j/3)` with weights
1/3 are exact for all its differences. -/
theorem card_le_nodes_witness :
    ({0, ![1, 0], ![0, 1]} : Finset (Fin 2 → ℤ)).card = 3 ∧
    ∀ R ∈ ({0, ![1, 0], ![0, 1]} : Finset (Fin 2 → ℤ)),
      ∀ Q ∈ ({0, ![1, 0], ![0, 1]} : Finset (Fin 2 → ℤ)),
        IntegratesExactly triNode (fun _ => 1 / 3) (R - Q) := by
  have e : ∀ R ∈ ({0, ![1, 0], ![0, 1]} : Finset (Fin 2 → ℤ)),
      ∀ Q ∈ ({0, ![1, 0], ![0, 1]} : Finset (Fin 2 → ℤ)),
        R - Q = 0 ∨ ¬ (3 : ℤ) ∣ (R - Q) 0 + 2 * (R - Q) 1 := by decide
  exact ⟨by decide, fun R hR Q hQ => triNode_exact _ (e R hR Q hQ)⟩

end

end BrillouinNodeCount
```

```lean
#print axioms BrillouinNodeCount.card_le_nodes_of_sphere
```

```
'BrillouinNodeCount.card_le_nodes_of_sphere' depends on axioms: [propext, Classical.choice, Quot.sound]
```

## Exactness on differences

Write e_R(k) = exp(2πi R·k) for an integer vector R with d components and a real vector k. This is `wave R k`. A rule consists of M nodes k_j and complex weights w_j, with j = 0, …, M−1. It integrates e_R exactly when

Σ_j w_j e_R(k_j) = ∫ e_R(q) dq,

where the integral runs over the unit cube (0,1]^d. This equation is the definition `IntegratesExactly k w R`, and `cell d` is the cube.

The theorem `card_le_nodes` takes a finite set S of integer vectors and assumes exactness for R − Q for all R and Q in S. It concludes that |S| ≤ M. The stronger `card_le_active_nodes` says that at least |S| of the nodes carry a nonzero weight, so padding a rule with idle points does not help.

The nodes may lie anywhere in R^d and may coincide. The weights may be negative or complex. Their normalisation is not a separate assumption: if S is nonempty, R = Q gives exactness for the zero vector, which says that the weights sum to 1.

A version with a cutoff is `card_le_nodes_of_sphere`. If the rule is exact for all integer vectors with |R|² ≤ 4n, then M is at least the size of any finite set of integer vectors with |R|² ≤ n. In three dimensions with n = 1, the zero vector and its six nearest neighbours give M ≥ 7.

## Lattice vectors and reduced k-points

The components of R are the coefficients of a lattice vector in the primitive vectors, and k holds the reduced coordinates of a Bloch vector. The phase is then 2π Σ_i R_i k_i for any lattice shape, and the integral over the cube is the average over one primitive cell of reciprocal space, hence over the Brillouin zone. The quantity |R|² in the cutoff version is the sum of squared integer coefficients. It is proportional to the squared length in space for a simple cubic lattice, but not for a general one.

A function of k with Fourier coefficients c_R on S is `fourierSum c`. In a tight-binding model of non-interacting electrons with one orbital per cell and orthonormal orbitals, this is the band energy when c_0 is the on-site energy and the other c_R are the hopping amplitudes. If the rule is exact for all differences of S, `coefficient_recovery` turns the values at the k-points back into these coefficients.

The hypotheses do not cover rules that rely on symmetry reduction. Codes often list only irreducible k-points and use them for symmetric integrands, whereas the theorem asks for exactness on each plane wave separately. In one dimension, the single point k = 1/4 with weight 1 integrates both 1 and cos(2πk) exactly, but it fails for exp(2πik). The bound therefore concerns the full set of points and not the irreducible list. It also gives no estimate of the error for an integrand whose Fourier series extends further.

## From orthogonality to a count of nodes

Along one coordinate, the integral of exp(2πinx) over (0,1] is 1 for n = 0. For an integer n ≠ 0 it is

(exp(2πin) − 1)/(2πin) = 0.

The plane wave is a product of such factors, so its integral over the cube is the product of the one-dimensional integrals. This is 1 if R = 0, and 0 if any component of R is nonzero.

Now let f(k) = Σ_{R∈S} c_R e_R(k), and take Q in S. Since e_{−Q} e_R = e_{R−Q},

Σ_j w_j e_{−Q}(k_j) f(k_j) = Σ_{R∈S} c_R Σ_j w_j e_{R−Q}(k_j).

By exactness the inner sum is the integral of e_{R−Q}, which is 1 for R = Q and 0 otherwise. Hence

Σ_j w_j e_{−Q}(k_j) f(k_j) = c_Q.

Let A be the set of indices j with w_j ≠ 0. If f vanishes at all nodes with index in A, every term on the left is zero, and so every c_Q is zero. The linear map that sends the coefficients c to the values f(k_j), j in A, is therefore injective. It goes from a space of dimension |S| to one of dimension |A|, which gives |S| ≤ |A| ≤ M.

For the cutoff version, take R and Q with squared length at most n. Then

|R − Q|² = 2|R|² + 2|Q|² − |R + Q|² ≤ 4n,

so the rule is exact for all differences.

## The argument in Lean

`integral_wave` proves the orthogonality relation, which is thus derived and not put into the definition of exactness. Its local fact `h1` is the one-dimensional integral, split into n = 0 and n ≠ 0, and `hw` is the factorisation. `integral_fintype_prod_eq_prod` then separates the integral over the cube. For R ≠ 0, `Function.ne_iff` supplies a coordinate whose factor vanishes.

`coefficient_recovery` is a `calc` chain with the same three stages as the recovery formula: exchange the sums and combine the phases with `wave_add`, insert exactness and orthogonality, and collapse the sum. The coefficients have type `S → ℂ`, one complex number for each element of S, and `Q.1` is the integer vector that belongs to the element `Q`.

In `card_le_active_nodes`, `T` is the sampling map on the nodes of nonzero weight. The proof of `hT` applies the recovery formula and splits on whether `w j = 0`: either the weight or the sampled value makes the term vanish. `LinearMap.finrank_le_finrank_of_injective` compares the dimensions. `card_le_nodes` adds that the active nodes number at most M, and `card_le_nodes_of_sphere` reduces to it through the estimate on differences, where the square of `R i + Q i` is handed to `nlinarith`.

## Three points in the plane that attain the bound

Take S = {0, (1,0), (0,1)} and the nodes (j/3, 2j/3) for j = 0, 1, 2, each with weight 1/3. With components numbered from 0, as in the code, set

z = exp(2πi(R₀ + 2R₁)/3).

The plane wave of R takes the value z^j at node j, and z³ = 1. If 3 does not divide R₀ + 2R₁, then z ≠ 1, and (z − 1)(1 + z + z²) = z³ − 1 = 0 forces 1 + z + z² = 0. The rule then gives 0, the correct integral. For R = 0 it gives 1. This is `triNode_exact`.

The nonzero differences of S are ±(1,0), ±(0,1) and ±(1,−1), for which R₀ + 2R₁ is ±1, ±2 and ∓1. None of these is divisible by 3. In `card_le_nodes_witness`, `decide` checks the finite list of pairs and the size of S. Three nodes thus suffice for a set of three vectors.

## Two points that miss a single pair of differences

In one dimension, let S = {0, 1, 3} and take the nodes 0 and 1/2 with weights 1/2. The rule gives (1 + (−1)^R)/2 for the plane wave of R, which is correct for R = 0 and for every odd R. It is therefore exact on S itself and on all differences of S except ±2, where it gives 1 and not 0. Two nodes serve a set of three vectors here, so exactness on S and on all but one pair ±(R − Q) of its differences does not imply the bound.
